# On a clean ring of odd N ≥ 3 sites, the long-time average return probability is (2N − 1)/N²

To judge whether a simulated quantum particle on a periodic chain has spread out, one can average the probability of finding it at its starting site over a long run and compare the average with a reference value. For one isolated particle with equal, real nearest-neighbour hopping on an odd number N ≥ 3 of identical sites, that value is (2N − 1)/N², not the 1/N of a uniform distribution. The excess comes from the degeneracy of opposite momenta, whose interference does not average out.

## The ring and its time evolution

The sites are the integers modulo N, which builds in the Born-von Karman boundary condition. The Hamiltonian is the adjacency matrix A, with A(x,y) = 1 if y = x ± 1 and 0 otherwise, in units where ħ and the hopping amplitude are 1.

In Lean 4 with Mathlib:

```lean
import Mathlib

open Filter Topology Matrix ComplexConjugate

noncomputable section

namespace RingReturnProbability

/-- The nearest-neighbour adjacency matrix on the ring of `N` sites. -/
def hopping (N : ℕ) : Matrix (ZMod N) (ZMod N) ℂ :=
  Matrix.of fun x y => if y = x + 1 ∨ y = x - 1 then 1 else 0
```

Momenta are also labelled by integers k modulo N; the textbook wave number is 2πk/N per lattice spacing. The band energy is

E(k) = 2 cos(2πk/N).

With the common tight-binding Hamiltonian −JA, J > 0, time is rescaled and the amplitudes are complex-conjugated, which leaves the long-time averages unchanged.

```lean
/-- The band energy `2 cos (2 π k / N)` at crystal momentum `k`, for nonzero `N`. -/
def bandEnergy {N : ℕ} (k : ZMod N) : ℝ := 2 * Real.cos (2 * Real.pi * k.val / N)
```

The amplitude for going from y to x in time t is the entry U(x,y) of U = exp(−itA).

```lean
/-- The time-evolution matrix `exp (-i t A)` of the ring with `N ≠ 0` sites. -/
def propagator (N : ℕ) [NeZero N] (t : ℝ) : Matrix (ZMod N) (ZMod N) ℂ :=
  NormedSpace.exp ((-(Complex.I * t)) • hopping N)
```

The average of a function f over a window of length T is (1/T) ∫₀ᵀ f(t) dt.

```lean
/-- The average of `f` over the time window `[0, T]`, for `T > 0`. -/
def timeAverage (f : ℝ → ℝ) (T : ℝ) : ℝ := T⁻¹ * ∫ t in (0 : ℝ)..T, f t
```

## Plane waves diagonalise the hopping

Write χ(k) = exp(2πik/N) for the Bloch phase of a hop by one site. Euler's formula gives

E(k) = χ(k) + χ(−k).

```lean
variable {N : ℕ} [NeZero N]

local notation "χ" => (ZMod.stdAddChar : AddChar (ZMod N) ℂ)

/-- The band energy is the sum of the Bloch phases for a hop to the right and to the left. -/
theorem bandEnergy_eq (k : ZMod N) : (bandEnergy k : ℂ) = χ k + χ (-k) := by
  rw [AddChar.map_neg_eq_inv, ZMod.stdAddChar_apply, ZMod.toCircle_apply, ← Complex.exp_neg]
  have h : 2 * (Real.pi : ℂ) * Complex.I * (k.val : ℂ) / N
      = (2 * Real.pi * (k.val : ℂ) / N) * Complex.I := by ring
  simp only [bandEnergy, Complex.ofReal_mul, Complex.ofReal_div, Complex.ofReal_cos,
    Complex.ofReal_natCast, Complex.ofReal_ofNat]
  rw [h, Complex.cos, neg_mul]
  ring
```

Apply A to the plane wave χ(kx):

χ(k(x+1)) + χ(k(x−1)) = [χ(k) + χ(−k)] χ(kx) = E(k) χ(kx).

This needs the two neighbours of x to be different sites, which N ≥ 3 ensures (`hne`). The code then splits each matrix entry into one term per neighbour (`hterm`).

```lean
/-- On a ring of at least three sites, the plane wave of momentum `k` is an eigenvector of the
adjacency matrix with the band energy as eigenvalue. -/
theorem hopping_planeWave (h3 : 3 ≤ N) (k : ZMod N) :
    hopping N *ᵥ (fun x => χ (k * x)) = (bandEnergy k : ℂ) • fun x => χ (k * x) := by
  ext x
  -- the two neighbours of a site are distinct
  have hne : x + 1 ≠ x - 1 := by
    intro h
    have h2 : ((2 : ℕ) : ZMod N) = 0 := by
      push_cast
      linear_combination h
    have := Nat.le_of_dvd (by norm_num) ((CharP.cast_eq_zero_iff (ZMod N) N 2).1 h2)
    omega
  have hterm : ∀ y, hopping N x y * χ (k * y)
      = (if y = x + 1 then χ (k * y) else 0) + (if y = x - 1 then χ (k * y) else 0) := by
    intro y
    by_cases h1 : y = x + 1
    · have h2 : y ≠ x - 1 := fun h => hne (h1.symm.trans h)
      rw [if_pos h1, if_neg h2]
      simp [hopping, h1]
    · by_cases h2 : y = x - 1
      · rw [if_neg h1, if_pos h2]
        simp [hopping, h2]
      · simp [hopping, h1, h2]
  change ∑ y, hopping N x y * χ (k * y) = (bandEnergy k : ℂ) * χ (k * x)
  rw [Finset.sum_congr rfl fun y _ => hterm y, Finset.sum_add_distrib]
  simp only [Finset.sum_ite_eq', Finset.mem_univ, if_true]
  rw [bandEnergy_eq, show k * (x + 1) = k * x + k by ring,
    show k * (x - 1) = k * x + -k by ring, AddChar.map_add_eq_mul, AddChar.map_add_eq_mul]
  ring
```

These waves have norm √N; the normalised ones are χ(kx)/√N. Put the unnormalised waves into the columns of F, so F(x,k) = χ(kx), and let G(k,y) = χ(−ky)/N. Orthogonality gives FG = 1, and the eigenvalue equation reads AF = FD, with D the diagonal matrix of band energies. Hence A = FDG and

U(x,y) = (1/N) Σₖ χ(k(x−y)) exp(−itE(k)).

In the proof, `hFG` is the orthogonality, `hAF` the eigenvalue equation, and `Matrix.exp_conj` moves the exponential onto the diagonal matrix.

```lean
/-- On a ring of at least three sites, the amplitude between sites `x` and `y` is the average
over all momenta of the Bloch phase times the dynamical phase. -/
theorem propagator_apply (h3 : 3 ≤ N) (t : ℝ) (x y : ZMod N) :
    propagator N t x y = (N : ℂ)⁻¹ *
      ∑ k : ZMod N, χ (k * (x - y)) * Complex.exp (-(Complex.I * t) * bandEnergy k) := by
  have hN0 : (N : ℂ) ≠ 0 := Nat.cast_ne_zero.2 (NeZero.ne N)
  let F : Matrix (ZMod N) (ZMod N) ℂ := Matrix.of fun x k => χ (k * x)
  let G : Matrix (ZMod N) (ZMod N) ℂ := Matrix.of fun k y => (N : ℂ)⁻¹ * χ (-(k * y))
  have hterm : ∀ x y k, F x k * G k y = (N : ℂ)⁻¹ * χ (k * (x - y)) := by
    intro x y k
    change χ (k * x) * ((N : ℂ)⁻¹ * χ (-(k * y))) = _
    rw [show k * (x - y) = k * x + -(k * y) by ring, AddChar.map_add_eq_mul]
    ring
  -- orthogonality of plane waves
  have hFG : F * G = 1 := by
    ext x y
    rw [Matrix.mul_apply, Finset.sum_congr rfl fun k _ => hterm x y k, ← Finset.mul_sum,
      AddChar.sum_mulShift _ (ZMod.isPrimitive_stdAddChar N)]
    by_cases h : x = y
    · subst h
      simp [ZMod.card, hN0]
    · simp [h, sub_eq_zero]
  have hAF : hopping N * F = F * diagonal (fun k => (bandEnergy k : ℂ)) := by
    ext x k
    rw [Matrix.mul_diagonal]
    exact (congrFun (hopping_planeWave h3 k) x).trans (mul_comm _ _)
  have hinv : F⁻¹ = G := Matrix.inv_eq_right_inv hFG
  have hunit : IsUnit F := ⟨⟨F, G, hFG, mul_eq_one_comm.1 hFG⟩, rfl⟩
  have hconj : (-(Complex.I * t)) • hopping N
      = F * diagonal (fun k => -(Complex.I * t) * (bandEnergy k : ℂ)) * F⁻¹ := by
    have hd : diagonal (fun k : ZMod N => -(Complex.I * t) * (bandEnergy k : ℂ))
        = (-(Complex.I * t)) • diagonal (fun k : ZMod N => (bandEnergy k : ℂ)) := by
      rw [← Matrix.diagonal_smul]
      rfl
    rw [hinv, hd, Matrix.mul_smul, ← hAF, Matrix.smul_mul, Matrix.mul_assoc, hFG,
      Matrix.mul_one]
  unfold propagator
  rw [hconj, Matrix.exp_conj _ _ hunit, Matrix.exp_diagonal, hinv, Matrix.mul_apply,
    Finset.mul_sum]
  refine Finset.sum_congr rfl fun k _ => ?_
  -- the exponential of a diagonal is taken entry by entry
  have hexp : NormedSpace.exp (fun k : ZMod N => -(Complex.I * t) * (bandEnergy k : ℂ)) k
      = NormedSpace.exp (-(Complex.I * t) * (bandEnergy k : ℂ)) :=
    NormedSpace.map_exp (Pi.evalRingHom (fun _ : ZMod N => ℂ) k) (continuous_apply k) _
  rw [Matrix.mul_diagonal, hexp, ← Complex.exp_eq_exp_ℂ]
  linear_combination Complex.exp (-(Complex.I * t) * bandEnergy k) * hterm x y k
```

## Which energies coincide

Let u = χ(k) and v = χ(l). If E(k) = E(l), then u + 1/u = v + 1/v, which factorises as

(u − v)(1 − 1/(uv)) = 0.

So u = v or uv = 1. Since χ takes different values at different momenta, l = k or l = −k. The converse holds because the cosine is even. The factorisation is `hprod`.

```lean
/-- Two momenta have the same band energy exactly when they are equal or opposite. -/
theorem bandEnergy_eq_iff (k l : ZMod N) :
    bandEnergy k = bandEnergy l ↔ l = k ∨ l = -k := by
  have hinj : Function.Injective χ := ZMod.injective_stdAddChar
  have hu : ∀ a : ZMod N, χ a * χ (-a) = 1 := fun a => by
    rw [← AddChar.map_add_eq_mul, add_neg_cancel, AddChar.map_zero_eq_one]
  constructor
  · intro h
    have hc : χ k + χ (-k) = χ l + χ (-l) := by
      rw [← bandEnergy_eq, ← bandEnergy_eq, h]
    have hprod : (χ k - χ l) * (1 - χ (-k) * χ (-l)) = 0 := by
      linear_combination hc - χ (-l) * hu k + χ (-k) * hu l
    rcases mul_eq_zero.1 hprod with h1 | h1
    · exact Or.inl (hinj (sub_eq_zero.1 h1)).symm
    · right
      have h2 : χ (-k + -l) = χ 0 := by
        rw [AddChar.map_add_eq_mul, AddChar.map_zero_eq_one]
        exact (sub_eq_zero.1 h1).symm
      linear_combination -(hinj h2)
  · rintro (rfl | rfl)
    · rfl
    · apply Complex.ofReal_injective
      rw [bandEnergy_eq, bandEnergy_eq, neg_neg, add_comm]
```

## What survives the time average

For a phase exp(iωt) with ω = 0 the average is 1. For ω ≠ 0,

|(1/T) ∫₀ᵀ exp(iωt) dt| = |exp(iωT) − 1| / (|ω|T) ≤ 2/(|ω|T) → 0.

```lean
/-- The long-time average of a phase rotating at frequency `ω` is one for `ω = 0` and zero
otherwise. -/
theorem average_phase (ω : ℝ) :
    Tendsto (fun T : ℝ => (T : ℂ)⁻¹ * ∫ t in (0 : ℝ)..T, Complex.exp ((ω : ℂ) * Complex.I * t))
      atTop (𝓝 (if ω = 0 then 1 else 0)) := by
  by_cases h : ω = 0
  · rw [if_pos h]
    refine tendsto_const_nhds.congr' ?_
    filter_upwards [eventually_gt_atTop 0] with T hT
    have hT' : (T : ℂ) ≠ 0 := Complex.ofReal_ne_zero.2 hT.ne'
    simp [h, hT']
  · rw [if_neg h]
    have hc : (ω : ℂ) * Complex.I ≠ 0 :=
      mul_ne_zero (Complex.ofReal_ne_zero.2 h) Complex.I_ne_zero
    have hz : Tendsto (fun T : ℝ => T⁻¹ * (2 / |ω|)) atTop (𝓝 0) := by
      simpa using tendsto_inv_atTop_zero.mul_const (2 / |ω|)
    refine squeeze_zero_norm' ?_ hz
    filter_upwards [eventually_gt_atTop 0] with T hT
    -- the integral stays bounded while the window grows
    have hE : ‖Complex.exp ((ω : ℂ) * Complex.I * T)‖ = 1 := by
      rw [show (ω : ℂ) * Complex.I * T = ((ω * T : ℝ) : ℂ) * Complex.I by push_cast; ring]
      exact Complex.norm_exp_ofReal_mul_I _
    have hb : ‖Complex.exp ((ω : ℂ) * Complex.I * T) - 1‖ ≤ 2 := by
      refine (norm_sub_le _ _).trans ?_
      rw [hE, norm_one]
      norm_num
    rw [integral_exp_mul_complex hc, Complex.ofReal_zero, mul_zero, Complex.exp_zero, norm_mul,
      norm_div, norm_inv, norm_mul, Complex.norm_I, mul_one, Complex.norm_real,
      Complex.norm_real, Real.norm_eq_abs, Real.norm_eq_abs, abs_of_pos hT]
    gcongr
```

Only pairs of equal energy therefore contribute. For a displacement d, we need the sum of χ((k−l)d) over those pairs. At fixed k, the choice l = k gives 1 and l = −k gives χ(2kd). If k = −k the two choices are the same and one must be removed. For odd N, 2k = 0 forces k = 0 (`hdouble`), so this happens once. Summing over k,

N + Σₖ χ(2kd) − 1 = N − 1 + N δ(d,0),

because 2d = 0 also forces d = 0. The sum at fixed k is `inner`.

```lean
/-- On an odd ring, the Bloch phases at displacement `d`, summed over all pairs of momenta with
equal band energy, give `N - 1`, and `N` more if `d = 0`. -/
theorem sum_degenerate_pairs (hodd : Odd N) (d : ZMod N) :
    ∑ k : ZMod N, ∑ l : ZMod N,
      (if bandEnergy l - bandEnergy k = 0 then χ ((k - l) * d) else 0)
      = (N : ℂ) - 1 + if d = 0 then (N : ℂ) else 0 := by
  have hdouble : ∀ a : ZMod N, a + a = 0 → a = 0 := by
    intro a ha
    obtain ⟨m, hm⟩ := hodd
    have h0 : ((2 * m + 1 : ℕ) : ZMod N) = 0 := by
      rw [← hm]
      exact ZMod.natCast_self N
    push_cast at h0
    linear_combination a * h0 - (m : ZMod N) * ha
  -- each momentum pairs with itself and its opposite; only `k = 0` is its own opposite
  have inner : ∀ k : ZMod N, ∑ l : ZMod N,
      (if bandEnergy l - bandEnergy k = 0 then χ ((k - l) * d) else 0)
      = 1 + χ (k * (d + d)) - if k = 0 then 1 else 0 := by
    intro k
    have hp : ∀ l : ZMod N, (if bandEnergy l - bandEnergy k = 0 then χ ((k - l) * d) else 0)
        = (if l = k then χ ((k - l) * d) else 0) + (if l = -k then χ ((k - l) * d) else 0)
          - (if l = k then (if k = 0 then 1 else 0) else 0) := by
      intro l
      have he : bandEnergy l - bandEnergy k = 0 ↔ l = k ∨ l = -k := by
        rw [sub_eq_zero, eq_comm, bandEnergy_eq_iff]
      simp only [he]
      by_cases h1 : l = k
      · subst h1
        by_cases h0 : l = 0
        · simp [h0]
        · have h2 : l ≠ -l := fun h => h0 (hdouble l (by linear_combination h))
          simp [h0, h2]
      · by_cases h2 : l = -k
        · subst h2
          simp [h1]
        · simp [h1, h2]
    rw [Finset.sum_congr rfl fun l _ => hp l, Finset.sum_sub_distrib, Finset.sum_add_distrib]
    simp only [Finset.sum_ite_eq', Finset.mem_univ, if_true]
    rw [sub_self, zero_mul, AddChar.map_zero_eq_one, show (k - -k) * d = k * (d + d) by ring]
  rw [Finset.sum_congr rfl fun k _ => inner k, Finset.sum_sub_distrib, Finset.sum_add_distrib,
    AddChar.sum_mulShift _ (ZMod.isPrimitive_stdAddChar N)]
  by_cases h0 : d = 0
  · simp [h0, ZMod.card]
    ring
  · have h1 : d + d ≠ 0 := fun h => h0 (hdouble d h)
    simp [h0, h1, ZMod.card]
```

## Transition and return probabilities

Multiplying the amplitude by its conjugate gives

|U(x,y)|² = (1/N²) Σₖ Σₗ χ((k−l)(x−y)) exp(i(E(l) − E(k))t).

The sum is finite, so it can be averaged term by term. With d = x − y the limit is

(N − 1 + N δ(x,y))/N².

In the theorem, `Tendsto … atTop` means T → ∞, and the hypotheses are `Odd N` and `3 ≤ N`. The proof expands the square in `hsq`, exchanges sum and integral in `hint`, and takes the limit in `hlim`. No statement is made about how long T must be for a given accuracy.

```lean
/-- On an odd ring of at least three sites, the long-time average of the transition probability
between `x` and `y` is `(N - 1) / N ^ 2` for different sites and `(2 N - 1) / N ^ 2` for equal
ones. -/
theorem average_transition (hodd : Odd N) (h3 : 3 ≤ N) (x y : ZMod N) :
    Tendsto (timeAverage fun t => ‖propagator N t x y‖ ^ 2) atTop
      (𝓝 (((N : ℝ) - 1 + if x = y then (N : ℝ) else 0) / (N : ℝ) ^ 2)) := by
  -- the probability as a double sum of rotating phases
  have hsq : ∀ t : ℝ, ((‖propagator N t x y‖ ^ 2 : ℝ) : ℂ) = ((N : ℂ) ^ 2)⁻¹ *
      ∑ k : ZMod N, ∑ l : ZMod N, χ ((k - l) * (x - y)) *
        Complex.exp (((bandEnergy l - bandEnergy k : ℝ) : ℂ) * Complex.I * t) := by
    intro t
    rw [← Complex.normSq_eq_norm_sq, ← Complex.mul_conj, propagator_apply h3, map_mul, map_inv₀,
      map_natCast, map_sum, mul_mul_mul_comm, Finset.sum_mul_sum, ← mul_inv, ← sq]
    congr 1
    refine Finset.sum_congr rfl fun k _ => Finset.sum_congr rfl fun l _ => ?_
    rw [map_mul (starRingEnd ℂ), ← AddChar.map_neg_eq_conj, ← Complex.exp_conj, mul_mul_mul_comm,
      ← AddChar.map_add_eq_mul, ← Complex.exp_add,
      show k * (x - y) + -(l * (x - y)) = (k - l) * (x - y) by ring]
    congr 2
    simp only [map_mul, map_neg, Complex.conj_I, Complex.conj_ofReal, Complex.ofReal_sub]
    ring
  have hint : ∀ T : ℝ, ((timeAverage (fun t => ‖propagator N t x y‖ ^ 2) T : ℝ) : ℂ)
      = ((N : ℂ) ^ 2)⁻¹ * ∑ k : ZMod N, ∑ l : ZMod N, χ ((k - l) * (x - y)) *
        ((T : ℂ)⁻¹ * ∫ t in (0 : ℝ)..T,
          Complex.exp (((bandEnergy l - bandEnergy k : ℝ) : ℂ) * Complex.I * t)) := by
    intro T
    unfold timeAverage
    rw [Complex.ofReal_mul, Complex.ofReal_inv, ← intervalIntegral.integral_ofReal]
    simp_rw [hsq]
    rw [intervalIntegral.integral_const_mul, intervalIntegral.integral_finsetSum]
    · simp only [Finset.mul_sum]
      refine Finset.sum_congr rfl fun k _ => ?_
      rw [intervalIntegral.integral_finsetSum]
      · simp only [Finset.mul_sum, intervalIntegral.integral_const_mul]
        refine Finset.sum_congr rfl fun l _ => ?_
        ring
      · intro l _
        exact Continuous.intervalIntegrable (by fun_prop) _ _
    · intro k _
      exact Continuous.intervalIntegrable (by fun_prop) _ _
  -- only pairs of equal energy survive the average
  have hlim := (tendsto_finsetSum Finset.univ fun (k : ZMod N) _ =>
    tendsto_finsetSum Finset.univ fun (l : ZMod N) _ =>
      (average_phase (bandEnergy l - bandEnergy k)).const_mul
        (χ ((k - l) * (x - y)))).const_mul (((N : ℂ) ^ 2)⁻¹)
  simp only [mul_ite, mul_one, mul_zero] at hlim
  rw [sum_degenerate_pairs hodd] at hlim
  have hL : ((N : ℂ) ^ 2)⁻¹ * ((N : ℂ) - 1 + if x - y = 0 then (N : ℂ) else 0)
      = ((((N : ℝ) - 1 + if x = y then (N : ℝ) else 0) / (N : ℝ) ^ 2 : ℝ) : ℂ) := by
    simp only [sub_eq_zero]
    split_ifs <;> push_cast <;> ring
  rw [hL] at hlim
  have hC := hlim.congr fun T => (hint T).symm
  exact (Complex.continuous_re.tendsto _).comp hC
```

Setting x = y gives the return probability, and

(2N − 1)/N² − 1/N = (N − 1)/N² > 0.

The theorem states the limit and this strict inequality together. Applying it to a real ring assumes that A describes the system: disorder, interactions, a magnetic flux through the ring and coupling to an environment are absent from the model.

```lean
/-- On an odd ring of at least three sites, the long-time average of the return probability is
`(2 N - 1) / N ^ 2`, which exceeds the uniform value `1 / N`. -/
theorem average_return (hodd : Odd N) (h3 : 3 ≤ N) (x : ZMod N) :
    Tendsto (timeAverage fun t => ‖propagator N t x x‖ ^ 2) atTop
      (𝓝 ((2 * (N : ℝ) - 1) / (N : ℝ) ^ 2)) ∧
    1 / (N : ℝ) < (2 * (N : ℝ) - 1) / (N : ℝ) ^ 2 := by
  constructor
  · have h := average_transition hodd h3 x x
    rw [if_pos rfl, show (N : ℝ) - 1 + N = 2 * N - 1 by ring] at h
    exact h
  · have hN : (3 : ℝ) ≤ N := by exact_mod_cast h3
    rw [div_lt_div_iff₀ (by linarith) (by positivity)]
    nlinarith

end RingReturnProbability
```

## Three sites

For N = 3 the band energies are 2, −1 and −1. The return amplitude is [exp(−2it) + 2 exp(it)]/3, so

|U(x,x)|² = (5 + 4 cos 3t)/9,

with average 5/9 = (2·3 − 1)/3². For either other site the probability is (2 − 2 cos 3t)/9, with average 2/9. The three averages add up to 1, and the return value 5/9 lies above 1/3.

```lean
#print axioms RingReturnProbability.average_return
```

```
'RingReturnProbability.average_return' depends on axioms: [propext, Classical.choice, Quot.sound]
```
